# Over the real unit eigenvectors of a degenerate level, $v_iv_j$ fills an interval fixed by the projector

Let $H$ be a real Hamiltonian matrix with a degenerate level $E$, and let $Q$ be the orthogonal projector onto its eigenspace. As $v$ runs over the real unit eigenvectors of the level, $v_iv_j$ takes exactly the values in

$$\left[\tfrac12\left(Q_{ij}-\sqrt{Q_{ii}Q_{jj}}\right),\ \tfrac12\left(Q_{ij}+\sqrt{Q_{ii}Q_{jj}}\right)\right].$$

The crystal orbital Hamilton population (COHP) of one orbital is $H_{ij}v_iv_j$. In a finite one-electron model with an orthonormal basis and real coefficients, it therefore depends on which orbital of the level is chosen, unless $H_{ij}$, $Q_{ii}$ or $Q_{jj}$ vanishes.

## Orbitals, levels and the COHP in an orthonormal basis

The finite type `n` labels the basis functions. `IsOrbital H E v` says that $Hv=Ev$ and $v\cdot v=1$. Since the norm is the plain dot product, the basis is orthonormal; overlap matrices and complex Bloch coefficients are left out. Symmetry of $H$ holds in the physical case but is never used, so it is not assumed.

```lean
import Mathlib

open Matrix

namespace DegenerateCOHP

variable {n : Type*} [Fintype n] {H Q : Matrix n n ℝ} {E : ℝ}

/-- A normalised real orbital `v` of the Hamiltonian matrix `H` at energy `E`. -/
def IsOrbital (H : Matrix n n ℝ) (E : ℝ) (v : n → ℝ) : Prop :=
  H *ᵥ v = E • v ∧ v ⬝ᵥ v = 1

/-- The level `E` is degenerate: it has two nonzero, mutually orthogonal eigenvectors. -/
def Degenerate (H : Matrix n n ℝ) (E : ℝ) : Prop :=
  ∃ u w : n → ℝ, H *ᵥ u = E • u ∧ H *ᵥ w = E • w ∧ u ≠ 0 ∧ w ≠ 0 ∧ u ⬝ᵥ w = 0

/-- `Q` is the orthogonal projector onto the eigenspace of `H` at energy `E`. -/
structure IsLevelProjector (H : Matrix n n ℝ) (E : ℝ) (Q : Matrix n n ℝ) : Prop where
  symm : Qᵀ = Q
  idem : Q * Q = Q
  range : ∀ v, Q *ᵥ v = v ↔ H *ᵥ v = E • v

/-- The contribution of a single orbital `v` to the COHP between basis functions `i` and `j`. -/
def cohp (H : Matrix n n ℝ) (v : n → ℝ) (i j : n) : ℝ := H i j * (v i * v j)
```

`cohp` counts the pair $(i,j)$ once, without occupation or density-of-states factors. For $i\neq j$, negative values are bonding.

## $Q$ projects orthogonally onto the level

Physically, $Q_{ii}$ is the total weight of the level on basis function $i$. `IsLevelProjector` asks that $Q$ be symmetric and idempotent, and that its fixed vectors be exactly the solutions of $Hv=Ev$.

Let $a$ and $b$ be columns $i$ and $j$ of $Q$. From $Q^2=Q$ we get $Qa=a$, so $a$ is an eigenvector of the level, and so is $b$. For any eigenvector $v$ of the level, $Qv=v$ and symmetry give

$$v_i=\sum_k Q_{ik}v_k=\sum_k v_kQ_{ki}=v\cdot a .$$

Likewise $v_j=v\cdot b$. Taking columns for $v$ gives $a\cdot a=Q_{ii}$, $b\cdot b=Q_{jj}$ and $a\cdot b=Q_{ij}$. `projector_column` proves the two facts behind this, using `idem` with `range` for the first and `range` with `symm` for the second.

```lean
/-- Column `i` of the level projector is an eigenvector of the level, and its overlap with any
eigenvector `v` of the level is the coefficient `v i`. -/
theorem projector_column (h : IsLevelProjector H E Q) (i : n) :
    H *ᵥ (fun k => Q k i) = E • (fun k => Q k i) ∧
      ∀ v, H *ᵥ v = E • v → v ⬝ᵥ (fun k => Q k i) = v i := by
  constructor
  · apply (h.range _).1
    ext k
    have h1 := congrFun (congrFun h.idem k) i
    simpa only [Matrix.mul_apply, Matrix.mulVec, dotProduct] using h1
  · intro v hv
    have h1 := congrFun ((h.range v).2 hv) i
    have hs : ∀ k, Q k i = Q i k := fun k => congrFun (congrFun h.symm i) k
    simp only [Matrix.mulVec, dotProduct] at h1 ⊢
    exact (Finset.sum_congr rfl fun k _ => by rw [hs k]; ring).trans h1
```

Each condition matters. Take $H=\mathrm{diag}(0,0,1)$ and $E=0$, with indices $0,1,2$, so that $v_2=0$ for every orbital.

- Without symmetry, $Q=\mathrm{diag}(1,1,0)$ with an extra entry $Q_{02}=1$ would be allowed, and the formula would give $v_0v_2=\tfrac12$.
- Without idempotence, $Q=\mathrm{diag}(1,1,\tfrac12)$ would be allowed, and $v_2^2$ would range up to $\tfrac12$.
- Without the condition on fixed vectors, $Q=0$ would be allowed, and every product would be zero.

## The orbital has unit norm

Normalisation means one electron per occupied spin orbital. Without it, any nonzero $v_iv_j$ could be multiplied by any positive factor.

Two lemmas supply unit vectors. `normalise` divides a nonzero eigenvector by its length. `exists_orthogonal` already uses degeneracy: given orthogonal nonzero eigenvectors $u,w$ and any vector $a$, it takes $u$ if $u\cdot a=0$, and otherwise $x=(w\cdot a)u-(u\cdot a)w$. Then $x\cdot a=0$, and $x\ne0$ because $x\cdot w=-(u\cdot a)(w\cdot w)\neq0$.

```lean
/-- A nonzero eigenvector has positive squared length, and dividing it by its length gives an
orbital. -/
theorem normalise {x : n → ℝ} (hx : H *ᵥ x = E • x) (h : x ≠ 0) :
    0 < x ⬝ᵥ x ∧ IsOrbital H E ((√(x ⬝ᵥ x))⁻¹ • x) := by
  have hn : 0 ≤ x ⬝ᵥ x := Finset.sum_nonneg fun i _ => mul_self_nonneg (x i)
  have h0 : 0 < x ⬝ᵥ x :=
    lt_of_le_of_ne hn fun h' => h (dotProduct_self_eq_zero.1 h'.symm)
  have key : ∀ s N : ℝ, 0 < s → s ^ 2 = N → s⁻¹ * (s⁻¹ * N) = 1 := by
    rintro s _ hs rfl
    field_simp
  refine ⟨h0, ?_, ?_⟩
  · rw [Matrix.mulVec_smul, hx, smul_comm]
  · rw [smul_dotProduct, dotProduct_smul, smul_eq_mul, smul_eq_mul]
    exact key _ _ (Real.sqrt_pos.2 h0) (Real.sq_sqrt hn)

/-- A degenerate level has an orbital orthogonal to any given vector. -/
theorem exists_orthogonal (hD : Degenerate H E) (a : n → ℝ) :
    ∃ v, IsOrbital H E v ∧ v ⬝ᵥ a = 0 := by
  obtain ⟨u, w, hu, hw, u0, w0, huw⟩ := hD
  by_cases hα : u ⬝ᵥ a = 0
  · exact ⟨_, (normalise hu u0).2, by rw [smul_dotProduct, hα, smul_zero]⟩
  · -- mix the two eigenvectors so that the overlaps with `a` cancel
    have hx : H *ᵥ ((w ⬝ᵥ a) • u - (u ⬝ᵥ a) • w) =
        E • ((w ⬝ᵥ a) • u - (u ⬝ᵥ a) • w) := by
      rw [Matrix.mulVec_sub, Matrix.mulVec_smul, Matrix.mulVec_smul, hu, hw]
      module
    have hx0 : (w ⬝ᵥ a) • u - (u ⬝ᵥ a) • w ≠ 0 := by
      intro h
      have h1 := congrArg (fun y => y ⬝ᵥ w) h
      simp only [sub_dotProduct, smul_dotProduct, huw, zero_dotProduct, smul_eq_mul] at h1
      exact mul_ne_zero hα (normalise hw w0).1.ne' (by linarith)
    refine ⟨_, (normalise hx hx0).2, ?_⟩
    simp only [smul_dotProduct, sub_dotProduct, smul_eq_mul]
    ring
```

The norm enters the bound through a reflection. The mirror image of $a$ in the axis $v$ is $a'=2(v\cdot a)v-a$, and

$$a'\cdot a'=4(v\cdot a)^2(v\cdot v)-4(v\cdot a)^2+a\cdot a=a\cdot a .$$

Cauchy–Schwarz for $a'$ and $b$ then gives

$$\left(2(v\cdot a)(v\cdot b)-a\cdot b\right)^2\le(a\cdot a)(b\cdot b).$$

For the columns of $Q$ this reads $|2v_iv_j-Q_{ij}|\le\sqrt{Q_{ii}Q_{jj}}$, which confines $v_iv_j$ to the interval. In `reflection_bound`, `e` is the equality of lengths and `cs` is Cauchy–Schwarz.

```lean
/-- For a unit vector `v`, the product of its overlaps with `a` and `b` obeys
`|2 (v·a)(v·b) - a·b| ≤ |a| |b|`, written here in squared form. -/
theorem reflection_bound {v : n → ℝ} (hv : v ⬝ᵥ v = 1) (a b : n → ℝ) :
    (2 * (v ⬝ᵥ a) * (v ⬝ᵥ b) - a ⬝ᵥ b) ^ 2 ≤ (a ⬝ᵥ a) * (b ⬝ᵥ b) := by
  have cs : ∀ x y : n → ℝ, (x ⬝ᵥ y) ^ 2 ≤ (x ⬝ᵥ x) * (y ⬝ᵥ y) := fun x y => by
    simpa only [dotProduct, sq] using Finset.sum_mul_sq_le_sq_mul_sq Finset.univ x y
  -- the mirror image of `a` in the axis `v` is as long as `a`
  have e : ((2 * (v ⬝ᵥ a)) • v - a) ⬝ᵥ ((2 * (v ⬝ᵥ a)) • v - a) = a ⬝ᵥ a := by
    simp only [sub_dotProduct, dotProduct_sub, smul_dotProduct, dotProduct_smul,
      smul_eq_mul, hv, dotProduct_comm a v]
    ring
  have h := cs ((2 * (v ⬝ᵥ a)) • v - a) b
  rw [e, sub_dotProduct, smul_dotProduct, smul_eq_mul] at h
  exact h
```

## The level is degenerate

`Degenerate` asks for two nonzero orthogonal eigenvectors, that is, dimension at least 2. This makes every value in the interval reachable.

Let $c^2\le(a\cdot a)(b\cdot b)$. We first find an eigenvector $r$ with $r\cdot r=a\cdot a$ and $r\cdot b=c$. If $b=0$, then $c=0$ and $r=a$ serves. Otherwise take an orbital $w$ of the level orthogonal to $b$, put $t=c/(b\cdot b)$, and set

$$r=t\,b+\sqrt{a\cdot a-tc}\;w .$$

The root is real because $tc=c^2/(b\cdot b)\le a\cdot a$. Then $r\cdot b=c$, and $r\cdot r=t^2(b\cdot b)+a\cdot a-tc=a\cdot a$.

Now let $s=a+r$. If $s\neq0$, equal lengths give $s\cdot a=\tfrac12 s\cdot s$, while $s\cdot b=a\cdot b+c$. The orbital $v=s/|s|$ therefore satisfies

$$2(v\cdot a)(v\cdot b)=\frac{2(s\cdot a)(s\cdot b)}{s\cdot s}=a\cdot b+c .$$

If $s=0$, then $c=-a\cdot b$, and any orbital of the level orthogonal to $a$ works.

The Lean proof makes the same case distinctions; `linear_combination` closes the algebra.

```lean
/-- In a degenerate level every value permitted by the reflection bound is reached by some
orbital, for any two eigenvectors `a` and `b` of the level. -/
theorem reflection_bound_attained (hD : Degenerate H E) {a b : n → ℝ}
    (ha : H *ᵥ a = E • a) (hb : H *ᵥ b = E • b) {c : ℝ}
    (hc : c ^ 2 ≤ (a ⬝ᵥ a) * (b ⬝ᵥ b)) :
    ∃ v, IsOrbital H E v ∧ 2 * (v ⬝ᵥ a) * (v ⬝ᵥ b) - a ⬝ᵥ b = c := by
  -- a mirror image `r` of the right length and the right overlap with `b`
  obtain ⟨r, hr, hrr, hrb⟩ : ∃ r, H *ᵥ r = E • r ∧ r ⬝ᵥ r = a ⬝ᵥ a ∧ r ⬝ᵥ b = c := by
    by_cases hb0 : b = 0
    · rw [hb0, dotProduct_zero, mul_zero] at hc
      have c0 : c = 0 := (pow_eq_zero_iff two_ne_zero).1 (le_antisymm hc (sq_nonneg c))
      exact ⟨a, ha, rfl, by rw [hb0, dotProduct_zero, c0]⟩
    · have hB := (normalise hb hb0).1
      obtain ⟨w, ⟨hwe, hw1⟩, hwb⟩ := exists_orthogonal hD b
      obtain ⟨t, ht⟩ : ∃ t, t * (b ⬝ᵥ b) = c := ⟨c / (b ⬝ᵥ b), div_mul_cancel₀ c hB.ne'⟩
      have hle : t * c ≤ a ⬝ᵥ a := by
        refine le_of_mul_le_mul_right ?_ hB
        calc t * c * (b ⬝ᵥ b) = c ^ 2 := by linear_combination c * ht
          _ ≤ _ := hc
      have hs := Real.sq_sqrt (sub_nonneg.2 hle)
      refine ⟨t • b + √(a ⬝ᵥ a - t * c) • w, ?_, ?_, ?_⟩
      · rw [Matrix.mulVec_add, Matrix.mulVec_smul, Matrix.mulVec_smul, hb, hwe]
        module
      · simp only [add_dotProduct, dotProduct_add, smul_dotProduct, dotProduct_smul,
          smul_eq_mul, hw1, dotProduct_comm b w, hwb]
        linear_combination hs + t * ht
      · simp only [add_dotProduct, smul_dotProduct, smul_eq_mul, hwb]
        linear_combination ht
  by_cases h : a + r = 0
  · obtain ⟨v, hv, hva⟩ := exists_orthogonal hD a
    have h1 : a ⬝ᵥ b + r ⬝ᵥ b = 0 := by rw [← add_dotProduct, h, zero_dotProduct]
    exact ⟨v, hv, by rw [hva]; linarith⟩
  · -- the mirror axis is the bisector of `a` and `r`
    have hx : H *ᵥ (a + r) = E • (a + r) := by rw [Matrix.mulVec_add, ha, hr, smul_add]
    have hv := (normalise hx h).2
    have h1 := hv.2
    rw [smul_dotProduct, dotProduct_smul, smul_eq_mul, smul_eq_mul] at h1
    have hA : (a + r) ⬝ᵥ a = (a + r) ⬝ᵥ (a + r) / 2 := by
      simp only [add_dotProduct, dotProduct_add, dotProduct_comm a r, hrr]
      ring
    have hB : (a + r) ⬝ᵥ b = a ⬝ᵥ b + c := by rw [add_dotProduct, hrb]
    refine ⟨_, hv, ?_⟩
    rw [smul_dotProduct, smul_dotProduct, hA, hB, smul_eq_mul, smul_eq_mul]
    linear_combination (a ⬝ᵥ b + c) * h1
```

For a nondegenerate level with orbital $\varphi$, the only value is $\varphi_i\varphi_j$, whereas the formula would give the whole interval between $0$ and $\varphi_i\varphi_j$.

The main theorem says that a real $x$ equals $v_iv_j$ for some orbital of the level if and only if $x$ lies in the closed interval `Set.Icc`. One direction is the reflection bound; the other applies the construction with $c=2x-Q_{ij}$. The case $i=j$ is included: $v_i^2$ fills $[0,Q_{ii}]$.

```lean
/-- Over the orbitals `v` of a degenerate level with projector `Q`, the product `v i * v j` takes
exactly the values between `(Q i j - √(Q i i * Q j j)) / 2` and
`(Q i j + √(Q i i * Q j j)) / 2`. -/
theorem orbital_product_range (h : IsLevelProjector H E Q) (hD : Degenerate H E)
    (i j : n) (x : ℝ) :
    (∃ v, IsOrbital H E v ∧ v i * v j = x) ↔
      x ∈ Set.Icc ((Q i j - √(Q i i * Q j j)) / 2) ((Q i j + √(Q i i * Q j j)) / 2) := by
  obtain ⟨hi, ai⟩ := projector_column h i
  obtain ⟨hj, aj⟩ := projector_column h j
  have hii : (fun k => Q k i) ⬝ᵥ (fun k => Q k i) = Q i i := ai _ hi
  have hjj : (fun k => Q k j) ⬝ᵥ (fun k => Q k j) = Q j j := aj _ hj
  have hij : (fun k => Q k i) ⬝ᵥ (fun k => Q k j) = Q i j := by
    rw [dotProduct_comm]
    exact ai _ hj
  constructor
  · rintro ⟨v, hv, rfl⟩
    have hb := reflection_bound hv.2 (fun k => Q k i) (fun k => Q k j)
    rw [ai v hv.1, aj v hv.1, hii, hjj, hij] at hb
    have h2 := abs_le.1 (Real.abs_le_sqrt hb)
    constructor <;> linarith [h2.1, h2.2]
  · rintro ⟨h1, h2⟩
    have pi : 0 ≤ Q i i := hii ▸ Finset.sum_nonneg fun k _ => mul_self_nonneg (Q k i)
    have pj : 0 ≤ Q j j := hjj ▸ Finset.sum_nonneg fun k _ => mul_self_nonneg (Q k j)
    have hc : (2 * x - Q i j) ^ 2 ≤ Q i i * Q j j := by
      rw [← Real.sq_sqrt (mul_nonneg pi pj)]
      exact sq_le_sq' (by linarith) (by linarith)
    rw [← hii, ← hjj] at hc
    obtain ⟨v, hv, e⟩ := reflection_bound_attained hD hi hj hc
    rw [ai v hv.1, aj v hv.1, hij] at e
    exact ⟨v, hv, by linarith⟩
```

The interval has width $\sqrt{Q_{ii}Q_{jj}}$. Comparing the orbitals at its two ends shows when the one-orbital COHP is unique.

```lean
/-- In a degenerate level, all orbitals give the same COHP between `i` and `j` if and only if
`H i j` vanishes or the level has no weight on `i` or none on `j`. -/
theorem cohp_unique_iff (h : IsLevelProjector H E Q) (hD : Degenerate H E) (i j : n) :
    (∀ v w, IsOrbital H E v → IsOrbital H E w → cohp H v i j = cohp H w i j) ↔
      H i j = 0 ∨ Q i i = 0 ∨ Q j j = 0 := by
  have hr := orbital_product_range h hD i j
  have hs := Real.sqrt_nonneg (Q i i * Q j j)
  constructor
  · intro hu
    -- compare the orbitals at the two ends of the interval
    obtain ⟨v, hv, ev⟩ := (hr _).2 (Set.left_mem_Icc.2 (by linarith))
    obtain ⟨w, hw, ew⟩ := (hr _).2 (Set.right_mem_Icc.2 (by linarith))
    have e := hu v w hv hw
    simp only [cohp, ev, ew] at e
    have e0 : H i j * √(Q i i * Q j j) = 0 := by linarith
    rcases mul_eq_zero.1 e0 with h0 | h0
    · exact Or.inl h0
    · have pos : ∀ k, 0 ≤ Q k k := fun k => by
        obtain ⟨hk, ak⟩ := projector_column h k
        have hkk : (fun l => Q l k) ⬝ᵥ (fun l => Q l k) = Q k k := ak _ hk
        exact hkk ▸ Finset.sum_nonneg fun l _ => mul_self_nonneg (Q l k)
      exact Or.inr (mul_eq_zero.1 ((Real.sqrt_eq_zero (mul_nonneg (pos i) (pos j))).1 h0))
  · rintro (h0 | h0) v w hv hw
    · simp only [cohp, h0, zero_mul]
    · have s0 : √(Q i i * Q j j) = 0 := by rw [mul_eq_zero.2 h0, Real.sqrt_zero]
      have h1 := (hr _).1 ⟨v, hv, rfl⟩
      have h2 := (hr _).1 ⟨w, hw, rfl⟩
      rw [s0] at h1 h2
      have e : v i * v j = w i * w j := by linarith [h1.1, h1.2, h2.1, h2.2]
      simp only [cohp, e]
```

## The columns of $Q$ are not parallel

Cauchy–Schwarz always gives $Q_{ij}^2\le Q_{ii}Q_{jj}$. Strict inequality means that basis functions $i$ and $j$, projected into the level, are linearly independent. The ends of the interval then lie on opposite sides of zero, and `both_signs` picks the orbitals there. If also $H_{ij}\neq0$, the same level contains an orbital that is bonding between $i$ and $j$ and one that is antibonding. With equality in Cauchy–Schwarz, at least one end is zero and at least one sign is lost.

```lean
/-- If `Q i j ^ 2 < Q i i * Q j j` in a degenerate level with projector `Q`, then one of its
orbitals has coefficients of opposite sign on `i` and `j`, and another has coefficients of equal
sign. -/
theorem both_signs (h : IsLevelProjector H E Q) (hD : Degenerate H E) {i j : n}
    (hlt : Q i j ^ 2 < Q i i * Q j j) :
    ∃ v w, IsOrbital H E v ∧ IsOrbital H E w ∧ v i * v j < 0 ∧ 0 < w i * w j := by
  have hr := orbital_product_range h hD i j
  have hs := Real.sqrt_nonneg (Q i i * Q j j)
  have hq := Real.sq_sqrt ((sq_nonneg (Q i j)).trans hlt.le)
  have h1 : Q i j < √(Q i i * Q j j) := by nlinarith
  have h2 : -Q i j < √(Q i i * Q j j) := by nlinarith
  obtain ⟨v, hv, ev⟩ := (hr _).2 (Set.left_mem_Icc.2 (by linarith))
  obtain ⟨w, hw, ew⟩ := (hr _).2 (Set.right_mem_Icc.2 (by linarith))
  exact ⟨v, w, hv, hw, by rw [ev]; linarith, by rw [ew]; linarith⟩
```

## The set of orbitals is complete

An orthonormal basis $u_k$ of the level resolves each of its eigenvectors as $v=\sum_k(u_k\cdot v)u_k$. Applied to column $j$ of $Q$, component $i$ of this identity reads $Q_{ij}=\sum_k u_{k,i}u_{k,j}$. Multiplication by $H_{ij}$ gives the summed COHP, $H_{ij}Q_{ij}$, whichever basis was chosen. The proof does the same and needs no degeneracy. If an orbital is missing from the basis, its term is missing from the sum.

```lean
/-- Summed over any finite family of eigenvectors `u k` that resolves every eigenvector of the level
as `v = ∑ k, (u k · v) u k`, the COHP between `i` and `j` is `H i j * Q i j`, where `Q` is the
projector onto the level. -/
theorem cohp_level_sum (h : IsLevelProjector H E Q) {m : Type*} [Fintype m]
    (u : m → n → ℝ) (hu : ∀ k, H *ᵥ u k = E • u k)
    (complete : ∀ v, H *ᵥ v = E • v → v = ∑ k, (u k ⬝ᵥ v) • u k) (i j : n) :
    ∑ k, cohp H (u k) i j = H i j * Q i j := by
  obtain ⟨hj, aj⟩ := projector_column h j
  have ha : ∀ k, u k ⬝ᵥ (fun l => Q l j) = u k j := fun k => aj _ (hu k)
  have e := congrFun (complete _ hj) i
  simp only [Finset.sum_apply, Pi.smul_apply, smul_eq_mul, ha] at e
  rw [e, Finset.mul_sum]
  exact Finset.sum_congr rfl fun k _ => by simp only [cohp]; ring
```

## The Hückel triangle

With site energies $0$ and couplings $-1$, the triangle has a degenerate level at $E=1$. There $Q_{00}=Q_{11}=\tfrac23$ and $Q_{01}=-\tfrac13$, so $v_0v_1$ fills $[-\tfrac12,\tfrac16]$. The orbitals $(1,-1,0)/\sqrt2$ and $(1,1,-2)/\sqrt6$ reach the two ends. Their COHPs are $+\tfrac12$ and $-\tfrac16$, with sum $\tfrac13=H_{01}Q_{01}$. The theorem below confirms the projector and the degeneracy, using these two vectors unnormalised.

```lean
/-- The Hückel triangle with zero site energies and couplings `-1` has a degenerate level at
energy `1`, with the projector displayed. -/
theorem triangle_witness :
    IsLevelProjector !![0, -1, -1; -1, 0, -1; -1, -1, (0 : ℝ)] 1
      !![2/3, -1/3, -1/3; -1/3, 2/3, -1/3; -1/3, -1/3, (2/3 : ℝ)] ∧
    Degenerate !![0, -1, -1; -1, 0, -1; -1, -1, (0 : ℝ)] 1 := by
  refine ⟨⟨?_, ?_, ?_⟩, ![1, -1, 0], ![1, 1, -2], ?_, ?_, ?_, ?_, ?_⟩
  · ext i j
    fin_cases i <;> fin_cases j <;> simp
  · ext i j
    fin_cases i <;> fin_cases j <;> simp [Matrix.mul_apply, Fin.sum_univ_three] <;> norm_num
  · -- both conditions say that the three coefficients add up to zero
    intro v
    constructor <;> intro h <;> have h0 := congrFun h 0 <;>
      simp [Matrix.mulVec, dotProduct, Fin.sum_univ_three] at h0 <;> ext k <;>
      fin_cases k <;> simp [Matrix.mulVec, dotProduct, Fin.sum_univ_three] <;> linarith
  · ext k
    fin_cases k <;> simp [Matrix.mulVec, dotProduct, Fin.sum_univ_three]
  · ext k
    fin_cases k <;> simp [Matrix.mulVec, dotProduct, Fin.sum_univ_three] <;> norm_num
  · exact fun h => by simpa using congrFun h 0
  · exact fun h => by simpa using congrFun h 0
  · simp [dotProduct, Fin.sum_univ_three]

end DegenerateCOHP
```

```lean
#print axioms DegenerateCOHP.cohp_unique_iff
#print axioms DegenerateCOHP.both_signs
#print axioms DegenerateCOHP.cohp_level_sum
```

```
'DegenerateCOHP.cohp_unique_iff' depends on axioms: [propext, Classical.choice, Quot.sound]
'DegenerateCOHP.both_signs' depends on axioms: [propext, Classical.choice, Quot.sound]
'DegenerateCOHP.cohp_level_sum' depends on axioms: [propext, Classical.choice, Quot.sound]
```

A diagonalisation routine returns some orthonormal pair for this level, and a table of COHPs orbital by orbital inherits that choice. A COHP curve against energy adds both contributions at $E=1$ with equal weight. In the convention of `cohp`, the peak there therefore has integrated weight $\tfrac13$ for any such pair.
